# Conjugate gradients on symmetric positive definite systems can have any positive residual norms before step n

A conjugate-gradient solve whose residual norm rises step after step looks broken. Someone who expects the norm to fall may suspect an indefinite matrix or a coding error, and a program that aborts on growth may discard a run that is one step from the solution. Growth alone proves neither fault. Given positive numbers \(f_0,\ldots,f_{n-1}\), there is a symmetric positive definite system of \(n\) equations in \(n\) unknowns on which the residual norms are exactly these, and the residual vanishes at step \(n\). The step lengths can be prescribed as well, as any positive numbers \(\alpha_0,\ldots,\alpha_{n-1}\).

This bears on linear solves in simulation, such as those for induced dipoles or a discretised Poisson equation, as a statement about finite real systems without preconditioning. The matrix is built from the chosen history, so nothing follows about the history of a given physical matrix. The model uses exact arithmetic and starts from \(x=0\), whereas a running program rounds its numbers and may use a preconditioner or another starting guess.

```lean
import Mathlib

open Matrix

namespace CGResidualHistory

noncomputable section

variable {n : ℕ}
```

## The iteration and its residual

To solve \(Ax=b\), the method carries an iterate \(x_k\), a residual \(r_k\) and a search direction \(p_k\). Vectors are functions `Fin n → ℝ`, with components numbered from 0.

```lean
/-- The data carried by conjugate gradients: iterate `x`, residual `r`, search direction `p`. -/
structure CGState (n : ℕ) where
  x : Fin n → ℝ
  r : Fin n → ℝ
  p : Fin n → ℝ
```

The computed step length is
\[
a_k=\frac{r_k\cdot r_k}{p_k\cdot Ap_k}.
\]
In Lean, `⬝ᵥ` is the dot product and `*ᵥ` applies a matrix to a vector.

```lean
/-- The step length `(r·r)/(p·Ap)`, meant for states with `p·Ap ≠ 0`. -/
def stepLength (A : Matrix (Fin n) (Fin n) ℝ) (s : CGState n) : ℝ :=
  (s.r ⬝ᵥ s.r) / (s.p ⬝ᵥ A *ᵥ s.p)
```

One update is
\[
x_{k+1}=x_k+a_kp_k,\qquad r_{k+1}=r_k-a_kAp_k,\qquad
p_{k+1}=r_{k+1}+\frac{r_{k+1}\cdot r_{k+1}}{r_k\cdot r_k}\,p_k .
\]

```lean
/-- One standard conjugate-gradient update, meant for states with `r ≠ 0` and `p·Ap ≠ 0`. -/
def cgStep (A : Matrix (Fin n) (Fin n) ℝ) (s : CGState n) : CGState n :=
  let r' := s.r - stepLength A s • A *ᵥ s.p
  ⟨s.x + stepLength A s • s.p, r', r' + ((r' ⬝ᵥ r') / (s.r ⬝ᵥ s.r)) • s.p⟩
```

The start is \(x_0=0\) and \(r_0=p_0=b\).

```lean
/-- Conjugate gradients for `Ax = b`, started from `x = 0` with `p = r = b`. -/
def cg (A : Matrix (Fin n) (Fin n) ℝ) (b : Fin n → ℝ) : ℕ → CGState n
  | 0 => ⟨0, b, b⟩
  | k + 1 => cgStep A (cg A b k)
```

Residuals are measured by \(\sqrt{v\cdot v}\), defined explicitly because Mathlib's default norm on this function type is the maximum norm.

```lean
/-- The Euclidean norm of a real vector. -/
def euclidNorm (v : Fin n → ℝ) : ℝ := √(v ⬝ᵥ v)
```

## A system designed backwards from its residuals

Let \(e_k\) be the \(k\)-th unit vector. Aim for mutually orthogonal residuals of the required lengths,
\[
r_k=f_ke_k\quad(k<n),\qquad r_n=0 .
\]

```lean
/-- The intended residual at step `k`: `f k` times the `k`-th unit vector, and zero if `k ≥ n`. -/
def targetResidual (f : Fin n → ℝ) (k : ℕ) (i : Fin n) : ℝ :=
  if (i : ℕ) = k then f i else 0
```

Their successive drops are \(w_k=r_k-r_{k+1}\), with \(w_{n-1}=r_{n-1}\) at the end.

```lean
/-- The difference of two successive intended residuals. -/
def residualDrop (f : Fin n → ℝ) (k : ℕ) : Fin n → ℝ :=
  targetResidual f k - targetResidual f (k + 1)
```

These residuals determine the directions. From \(p_0=f_0e_0\) and \(p_{k+1}=r_{k+1}+(f_{k+1}^2/f_k^2)\,p_k\) one finds
\[
e_i\cdot p_k=\begin{cases} f_k^2/f_i, & i\le k,\\ 0, & i>k.\end{cases}
\]

```lean
/-- The intended search direction at step `k`, for `f` without zero entries. -/
def searchDir (f : Fin n → ℝ) (k i : Fin n) : ℝ :=
  if (i : ℕ) ≤ (k : ℕ) then f k ^ 2 / f i else 0
```

For the update to produce the next residual with step length \(\alpha_k\), the matrix must satisfy \(\alpha_kAp_k=w_k\). The choice that will do this is
\[
A=\sum_{k=0}^{n-1}\frac{w_kw_k^{T}}{\alpha_kf_k^2}.
\]

```lean
/-- The designed matrix: a sum of rank-one terms built from the residual drops, for `f` and `α`
without zero entries. -/
def designed (f α : Fin n → ℝ) : Matrix (Fin n) (Fin n) ℝ :=
  Matrix.of fun i j => ∑ k : Fin n, residualDrop f k i * residualDrop f k j / (α k * f k ^ 2)
```

## The updated residual is the true one

For any \(A\) and \(b\), the recursively updated residual equals \(b-Ax_k\). It does at the start, and if it does at step \(k\), then
\[
r_{k+1}=b-Ax_k-a_kAp_k=b-A(x_k+a_kp_k)=b-Ax_{k+1}.
\]
The Lean induction has the same two cases.

```lean
/-- The recursively updated residual is the true residual `b - A x` at every step. -/
theorem residual_eq (A : Matrix (Fin n) (Fin n) ℝ) (b : Fin n → ℝ) (k : ℕ) :
    (cg A b k).r = b - A *ᵥ (cg A b k).x := by
  induction k with
  | zero =>
    change b = b - A *ᵥ 0
    rw [Matrix.mulVec_zero, sub_zero]
  | succ k ih =>
    change (cg A b k).r - stepLength A (cg A b k) • A *ᵥ (cg A b k).p =
      b - A *ᵥ ((cg A b k).x + stepLength A (cg A b k) • (cg A b k).p)
    rw [ih, Matrix.mulVec_add, Matrix.mulVec_smul, sub_sub]
```

## Drops and directions are dual

The target residual is zero from step \(n\) onwards, since no component has that number.

```lean
private theorem target_of_le (f : Fin n → ℝ) {k : ℕ} (hk : n ≤ k) : targetResidual f k = 0 := by
  funext i
  have hi : (i : ℕ) ≠ k := by have := i.isLt; omega
  simp [targetResidual, hi]
```

Before that, it picks out one component: \(r_k\cdot v=f_k\,(e_k\cdot v)\).

```lean
private theorem target_dot (f : Fin n → ℝ) (k : ℕ) (hk : k < n) (v : Fin n → ℝ) :
    targetResidual f k ⬝ᵥ v = f ⟨k, hk⟩ * v ⟨k, hk⟩ := by
  rw [dotProduct, Finset.sum_eq_single ⟨k, hk⟩]
  · simp [targetResidual]
  · intro i _ hi
    have h : (i : ℕ) ≠ k := fun h => hi (Fin.ext h)
    simp [targetResidual, h]
  · simp
```

With \(v=r_k\) this gives \(r_k\cdot r_k=f_k^2\).

```lean
private theorem target_self (f : Fin n → ℝ) (k : ℕ) (hk : k < n) :
    targetResidual f k ⬝ᵥ targetResidual f k = f ⟨k, hk⟩ ^ 2 := by
  rw [target_dot f k hk]
  simp [targetResidual, sq]
```

With \(v=p_j\) it gives \(r_m\cdot p_j=f_m f_j^2/f_m=f_j^2\) for \(m\le j\), and zero for \(m>j\), including \(m=n\). Subtracting the values for \(m=k\) and \(m=k+1\),
\[
w_k\cdot p_j=\begin{cases} f_j^2, & k=j,\\ 0, & k\ne j.\end{cases}
\]
The inner statement `t` is the formula for \(r_m\cdot p_j\), and `split_ifs` carries out the subtraction case by case.

```lean
/-- For positive `f`, the residual drops and the search directions are dual families: their
products vanish for different steps and equal `f j ^ 2` for equal steps. -/
theorem drop_dot_dir (f : Fin n → ℝ) (hf : ∀ k, 0 < f k) (k j : Fin n) :
    residualDrop f k ⬝ᵥ searchDir f j = if (k : ℕ) = (j : ℕ) then f j ^ 2 else 0 := by
  have t : ∀ m : ℕ, targetResidual f m ⬝ᵥ searchDir f j =
      if m ≤ (j : ℕ) then f j ^ 2 else 0 := by
    intro m
    have hj := j.isLt
    by_cases hm : m < n
    · have h0 := (hf ⟨m, hm⟩).ne'
      rw [target_dot f m hm]
      by_cases h : m ≤ (j : ℕ)
      · simp only [searchDir, if_pos h]
        field_simp
      · simp only [searchDir, if_neg h, mul_zero]
    · rw [target_of_le f (by omega), zero_dotProduct, if_neg (by omega)]
  rw [residualDrop, sub_dotProduct, t, t]
  split_ifs <;> first | omega | ring
```

## The matrix is positive definite

Applying the sum of rank-one terms to a vector gives
\[
Av=\sum_k\frac{w_k\cdot v}{\alpha_kf_k^2}\,w_k .
\]

```lean
private theorem designed_mulVec (f α v : Fin n → ℝ) : designed f α *ᵥ v =
    ∑ k : Fin n, ((residualDrop f k ⬝ᵥ v) / (α k * f k ^ 2)) • residualDrop f k := by
  ext i
  simp only [Matrix.mulVec, dotProduct, designed, Matrix.of_apply, Finset.sum_apply,
    Pi.smul_apply, smul_eq_mul, Finset.sum_mul, Finset.sum_div]
  rw [Finset.sum_comm]
  exact Finset.sum_congr rfl fun k _ => Finset.sum_congr rfl fun j _ => by ring
```

Hence, for any vector \(x\),
\[
x\cdot Ax=\sum_k\frac{(w_k\cdot x)^2}{\alpha_kf_k^2}\ge 0 .
\]
If every term vanished, then \(r_k\cdot x=r_{k+1}\cdot x\) for all \(k<n\). Working back from \(r_n=0\), every \(r_k\cdot x=f_k\,(e_k\cdot x)\) would be zero, and so would \(x\). In Lean, `hq` is the sum of squares and `back` is the backward induction, on the distance from step \(n\).

```lean
/-- For positive `f` and `α`, the designed matrix is positive definite. -/
theorem designed_pos (f α : Fin n → ℝ) (hf : ∀ k, 0 < f k) (hα : ∀ k, 0 < α k)
    (x : Fin n → ℝ) (hx : x ≠ 0) : 0 < x ⬝ᵥ designed f α *ᵥ x := by
  have hsum : ∀ g : Fin n → Fin n → ℝ, x ⬝ᵥ (∑ k, g k) = ∑ k, x ⬝ᵥ g k := by
    intro g
    simp only [dotProduct, Finset.sum_apply, Finset.mul_sum]
    exact Finset.sum_comm
  -- the energy is a weighted sum of squares
  have hq : x ⬝ᵥ designed f α *ᵥ x =
      ∑ k : Fin n, (residualDrop f k ⬝ᵥ x) ^ 2 / (α k * f k ^ 2) := by
    rw [designed_mulVec, hsum]
    refine Finset.sum_congr rfl fun k _ => ?_
    rw [dotProduct_smul, dotProduct_comm x, smul_eq_mul]
    ring
  have hc : ∀ k, 0 < α k * f k ^ 2 := fun k => mul_pos (hα k) (pow_pos (hf k) 2)
  have hne : ∃ k : Fin n, residualDrop f k ⬝ᵥ x ≠ 0 := by
    by_contra hall
    push Not at hall
    -- go backwards from the vanishing last residual
    have back : ∀ m k : ℕ, k + m = n → targetResidual f k ⬝ᵥ x = 0 := by
      intro m
      induction m with
      | zero => intro k hk; rw [target_of_le f (by omega), zero_dotProduct]
      | succ m ih =>
        intro k hk
        have h1 := hall ⟨k, by omega⟩
        rw [residualDrop, sub_dotProduct] at h1
        have h2 := ih (k + 1) (by omega)
        linarith
    apply hx
    funext i
    have h := back (n - i) i (by have := i.isLt; omega)
    rw [target_dot f i i.isLt] at h
    exact (mul_eq_zero.mp h).resolve_left (hf i).ne'
  obtain ⟨k, hk⟩ := hne
  rw [hq]
  exact Finset.sum_pos' (fun j _ => div_nonneg (sq_nonneg _) (hc j).le)
    ⟨k, Finset.mem_univ k, div_pos (by positivity) (hc k)⟩
```

## Each step lands on the next target

Suppose the current residual and direction are the intended \(r_k\) and \(p_k\). Duality leaves one term of the sum, so
\[
Ap_k=\frac{w_k}{\alpha_k},\qquad p_k\cdot Ap_k=\frac{f_k^2}{\alpha_k},\qquad
a_k=\frac{f_k^2}{f_k^2/\alpha_k}=\alpha_k,
\]
and the new residual is \(r_k-\alpha_kAp_k=r_k-w_k=r_{k+1}\). The facts `hAp` and `hs` record the product \(Ap_k\) and the step length.

```lean
/-- For positive `f` and `α`, a state with the intended residual and direction of step `k` has
step length `α k`, and one update gives the next intended residual. -/
theorem step_on_target (f α : Fin n → ℝ) (hf : ∀ k, 0 < f k) (hα : ∀ k, 0 < α k)
    (k : Fin n) (s : CGState n) (hr : s.r = targetResidual f k) (hp : s.p = searchDir f k) :
    stepLength (designed f α) s = α k ∧
      (cgStep (designed f α) s).r = targetResidual f (k + 1) := by
  have h0 := (hf k).ne'
  have h1 := (hα k).ne'
  -- duality leaves a single rank-one term
  have hAp : designed f α *ᵥ s.p = (1 / α k) • residualDrop f k := by
    rw [hp, designed_mulVec, Finset.sum_eq_single k]
    · rw [drop_dot_dir f hf, if_pos rfl]
      congr 1
      field_simp
    · intro j _ hj
      rw [drop_dot_dir f hf, if_neg (fun h => hj (Fin.ext h)), zero_div, zero_smul]
    · simp
  have hs : stepLength (designed f α) s = α k := by
    have hself : targetResidual f k ⬝ᵥ targetResidual f k = f k ^ 2 := target_self f k k.isLt
    rw [stepLength, hAp, hr, hp, hself, dotProduct_smul, dotProduct_comm (searchDir f k),
      drop_dot_dir f hf, if_pos rfl, smul_eq_mul]
    field_simp
  refine ⟨hs, ?_⟩
  change s.r - stepLength (designed f α) s • designed f α *ᵥ s.p = _
  rw [hs, hAp, hr, smul_smul, mul_one_div_cancel h1, one_smul, residualDrop, sub_sub_cancel]
```

The direction must follow too. In \(r_{k+1}+(f_{k+1}^2/f_k^2)\,p_k\), a component \(i\le k\) is \((f_{k+1}^2/f_k^2)(f_k^2/f_i)=f_{k+1}^2/f_i\). Component \(k+1\) is \(f_{k+1}\), and later ones are zero. These are the three cases of `lt_trichotomy`.

```lean
private theorem searchDir_succ (f : Fin n → ℝ) (hf : ∀ k, 0 < f k) (k : ℕ) (hk : k + 1 < n) :
    targetResidual f (k + 1) + (f ⟨k + 1, hk⟩ ^ 2 / f ⟨k, by omega⟩ ^ 2) •
      searchDir f ⟨k, by omega⟩ = searchDir f ⟨k + 1, hk⟩ := by
  funext i
  have h0 := (hf i).ne'
  have h1 := (hf ⟨k, by omega⟩).ne'
  have h2 := (hf ⟨k + 1, hk⟩).ne'
  simp only [Pi.add_apply, Pi.smul_apply, smul_eq_mul, targetResidual, searchDir]
  rcases lt_trichotomy (i : ℕ) (k + 1) with h | h | h
  · rw [if_neg (show ¬ (i : ℕ) = k + 1 by omega), if_pos (show (i : ℕ) ≤ k by omega),
      if_pos (show (i : ℕ) ≤ k + 1 by omega), zero_add]
    field_simp
  · have hi : i = ⟨k + 1, hk⟩ := Fin.ext h
    rw [if_pos h, if_neg (show ¬ (i : ℕ) ≤ k by omega),
      if_pos (show (i : ℕ) ≤ k + 1 by omega), mul_zero, add_zero, hi]
    field_simp
  · rw [if_neg (show ¬ (i : ℕ) = k + 1 by omega), if_neg (show ¬ (i : ℕ) ≤ k by omega),
      if_neg (show ¬ (i : ℕ) ≤ k + 1 by omega), mul_zero, add_zero]
```

Starting from \(b=r_0=f_0e_0=p_0\), induction keeps the run on target at every step before \(n\).

```lean
/-- For positive `f` and `α`, conjugate gradients on the designed system has the intended
residual and search direction at every step before `n`. -/
theorem cg_on_target (f α : Fin n → ℝ) (hf : ∀ k, 0 < f k) (hα : ∀ k, 0 < α k)
    (k : ℕ) (hk : k < n) :
    (cg (designed f α) (targetResidual f 0) k).r = targetResidual f k ∧
      (cg (designed f α) (targetResidual f 0) k).p = searchDir f ⟨k, hk⟩ := by
  induction k with
  | zero =>
    refine ⟨rfl, ?_⟩
    funext i
    change targetResidual f 0 i = _
    have h0 := (hf ⟨0, hk⟩).ne'
    simp only [targetResidual, searchDir]
    by_cases h : (i : ℕ) = 0
    · have hi : i = ⟨0, hk⟩ := Fin.ext h
      rw [if_pos h, if_pos (show (i : ℕ) ≤ 0 by omega), hi]
      field_simp
    · rw [if_neg h, if_neg (show ¬ (i : ℕ) ≤ 0 by omega)]
  | succ k ih =>
    have hk' : k < n := by omega
    obtain ⟨hr, hp⟩ := ih hk'
    have hr' : (cg (designed f α) (targetResidual f 0) (k + 1)).r = targetResidual f (k + 1) :=
      (step_on_target f α hf hα ⟨k, hk'⟩ _ hr hp).2
    refine ⟨hr', ?_⟩
    change (cg (designed f α) (targetResidual f 0) (k + 1)).r +
      (((cg (designed f α) (targetResidual f 0) (k + 1)).r ⬝ᵥ
        (cg (designed f α) (targetResidual f 0) (k + 1)).r) /
        ((cg (designed f α) (targetResidual f 0) k).r ⬝ᵥ
          (cg (designed f α) (targetResidual f 0) k).r)) •
        (cg (designed f α) (targetResidual f 0) k).p = _
    rw [hr', hr, hp, target_self f (k + 1) hk, target_self f k hk', searchDir_succ f hf k hk]
```

## Prescribed norms and step lengths together

The theorem takes `f` and `α` with all entries positive. Positive `f k` means that the solve has not finished before step \(n\); positive `α k` means a forward move along the search direction, as positive curvature requires. It yields `A` and `b` such that `A` is symmetric, \(x\cdot Ax>0\) for every nonzero \(x\), the residual norm and step length at each \(k<n\) are `f k` and `α k`, and the residual at step \(n\) is zero. The eigenvalues of `A` are not prescribed. Since Lean sets division by zero to zero, the positive step lengths also show that their denominators are nonzero.

The proof supplies the designed matrix and \(b=r_0\), then collects the earlier results. The final residual comes from one more update after step \(n-1\); the empty case \(n=0\) is treated separately.

```lean
/-- Any positive residual norms `f` and any positive step lengths `α` are realized together by
conjugate gradients on a symmetric positive definite system, with zero residual at step `n`. -/
theorem arbitrary_residual_history (f α : Fin n → ℝ) (hf : ∀ k, 0 < f k) (hα : ∀ k, 0 < α k) :
    ∃ (A : Matrix (Fin n) (Fin n) ℝ) (b : Fin n → ℝ),
      A.IsSymm ∧ (∀ x, x ≠ 0 → 0 < x ⬝ᵥ A *ᵥ x) ∧
      (∀ k : Fin n, euclidNorm (cg A b k).r = f k ∧ stepLength A (cg A b k) = α k) ∧
      (cg A b n).r = 0 := by
  refine ⟨designed f α, targetResidual f 0, ?_, designed_pos f α hf hα, ?_, ?_⟩
  · refine Matrix.IsSymm.ext fun i j => ?_
    simp only [designed, Matrix.of_apply]
    exact Finset.sum_congr rfl fun k _ => by ring
  · intro k
    obtain ⟨hr, hp⟩ := cg_on_target f α hf hα k k.isLt
    refine ⟨?_, (step_on_target f α hf hα k _ hr hp).1⟩
    rw [euclidNorm, hr, target_self f k k.isLt]
    exact Real.sqrt_sq (hf k).le
  · cases n with
    | zero => exact Subsingleton.elim _ _
    | succ m =>
      obtain ⟨hr, hp⟩ := cg_on_target f α hf hα m (Nat.lt_succ_self m)
      have h : (cg (designed f α) (targetResidual f 0) (m + 1)).r = targetResidual f (m + 1) :=
        (step_on_target f α hf hα ⟨m, Nat.lt_succ_self m⟩ _ hr hp).2
      rw [h, target_of_le f le_rfl]
```

## Geometric growth followed by the solution

Take \(f_k=M^k\) with \(M>0\), and all step lengths equal to 1. For \(M>1\) the residual norm grows by the factor \(M\) at every step before \(n\); for \(M=1\) it stagnates. In either case \(r_n=0\), and the identity \(r_n=b-Ax_n\) turns this into \(Ax_n=b\).

```lean
/-- For every `M > 0` some symmetric positive definite system has conjugate-gradient residual
norms `M ^ k` at all steps `k < n`, while the iterate at step `n` solves it exactly. -/
theorem geometric_history_then_exact (n : ℕ) (M : ℝ) (hM : 0 < M) :
    ∃ (A : Matrix (Fin n) (Fin n) ℝ) (b : Fin n → ℝ),
      A.IsSymm ∧ (∀ x, x ≠ 0 → 0 < x ⬝ᵥ A *ᵥ x) ∧
      (∀ k : Fin n, euclidNorm (cg A b k).r = M ^ (k : ℕ)) ∧ A *ᵥ (cg A b n).x = b := by
  obtain ⟨A, b, hs, hpos, hh, hn⟩ := arbitrary_residual_history (n := n)
    (fun k => M ^ (k : ℕ)) (fun _ => 1) (fun k => pow_pos hM k) (fun _ => one_pos)
  refine ⟨A, b, hs, hpos, fun k => (hh k).1, ?_⟩
  rw [residual_eq] at hn
  exact (sub_eq_zero.mp hn).symm

end

end CGResidualHistory
```

```lean
#print axioms CGResidualHistory.arbitrary_residual_history
#print axioms CGResidualHistory.geometric_history_then_exact
```

```
'CGResidualHistory.arbitrary_residual_history' depends on axioms: [propext, Classical.choice, Quot.sound]
'CGResidualHistory.geometric_history_then_exact' depends on axioms: [propext, Classical.choice, Quot.sound]
```
